# For P² = P and V² = 1, the qubitization walk W = (2P − 1)V satisfies P Wⁿ P = Tₙ(PVP) P

The projector P and the reflection V are taken here as elements of a ring A, with no Hilbert space, adjoint or norm behind them. Only two relations are assumed:

P² = P, V² = 1.

In a quantum algorithm, P projects onto a prepared ancilla state and V is a self-inverse unitary that contains the Hamiltonian. The ring A is an algebra over a commutative ring R, which supplies the coefficients of the polynomials. Taking R = ℤ covers every ring.

```lean
import Mathlib

open Polynomial

namespace QubitizationWalk

variable (R : Type*) [CommRing R] {A : Type*} [Ring A] [Algebra R A]
```

One step of the walk applies V and then reflects about the range of P:

W = (2P − 1)V.

```lean
/-- The qubitization walk `W = (2P - 1)V`, built from `P` and `V`. -/
def walk (P V : A) : A := (2 * P - 1) * V
```

The operator that the walk processes is the block of V selected by P:

H = PVP.

```lean
/-- The encoded operator `H = PVP`, the block of `V` selected by `P`. -/
def encoded (P V : A) : A := P * V * P
```

## Two steps reduce to one

The reflection fixes the encoded subspace, since (2P − 1)P = 2P − P = P. Expanding the second factor of W gives

W²P = (2P − 1)V(2P − 1)VP
= 2(2P − 1)VPVP − (2P − 1)V²P
= 2WPVP − P.

Because P = P², we have PVP = P(PVP) = PH, and therefore

W²P = 2WPH − P.

The `calc` block follows these lines: `noncomm_ring` expands the product, and the rewrites use the two relations.

```lean
/-- For idempotent `P` and `V² = 1`, two steps of the walk on the encoded subspace
reduce to one step: `W²P = 2WPH - P`. -/
theorem walk_sq_mul {P V : A} (hP : P * P = P) (hV : V * V = 1) :
    walk P V ^ 2 * P = 2 * (walk P V * P * encoded P V) - P := by
  -- the reflection leaves the encoded subspace fixed
  have hR : (2 * P - 1) * P = P := by
    rw [sub_mul, one_mul, mul_assoc, hP, two_mul, add_sub_cancel_right]
  calc walk P V ^ 2 * P
      = 2 * ((2 * P - 1) * V * P * V * P) - (2 * P - 1) * (V * V) * P := by
        unfold walk
        noncomm_ring
    _ = 2 * ((2 * P - 1) * V * (P * P) * V * P) - P := by
        rw [hP, hV, mul_one, hR]
    _ = 2 * (walk P V * P * encoded P V) - P := by
        simp only [walk, encoded, mul_assoc]
```

Multiplication by Wⁿ from the left gives a three-term recurrence:

Wⁿ⁺²P = 2Wⁿ⁺¹PH − WⁿP.

```lean
/-- For idempotent `P` and `V² = 1`, the powers of the walk on the encoded subspace obey
the Chebyshev recurrence `Wⁿ⁺²P = 2Wⁿ⁺¹PH - WⁿP`. -/
theorem walk_recurrence {P V : A} (hP : P * P = P) (hV : V * V = 1) (n : ℕ) :
    walk P V ^ (n + 2) * P
      = 2 * (walk P V ^ (n + 1) * P * encoded P V) - walk P V ^ n * P := by
  rw [pow_add _ n 2, mul_assoc (walk P V ^ n) (walk P V ^ 2) P, walk_sq_mul hP hV,
    mul_sub, pow_succ _ n]
  simp only [two_mul, mul_add, mul_assoc]
```

## The encoded part and the leakage

Let Tₙ and Uₙ be the Chebyshev polynomials of the first and second kind. They start from T₀ = 1, T₁ = x, U₋₁ = 0, U₀ = 1, and both obey Fₙ₊₂ = 2xFₙ₊₁ − Fₙ. With L = (1 − P)VP for the part of V that leaves the encoded subspace, the claim is

WⁿP = P Tₙ(H) − L Uₙ₋₁(H).

For n = 0 both sides are P. For n = 1,

WP = 2PVP − VP = PVP − (1 − P)VP = PH − L.

If the claim holds for n and n + 1, the recurrence gives

Wⁿ⁺²P = P[2Tₙ₊₁(H)H − Tₙ(H)] − L[2Uₙ(H)H − Uₙ₋₁(H)]
= P Tₙ₊₂(H) − L Uₙ₊₁(H).

In Lean, `aeval (encoded P V)` substitutes H into a polynomial. Chebyshev indices are integers, so U₋₁ is available, and `Nat.twoStepInduction` supplies the two preceding cases.

```lean
/-- For idempotent `P` and `V² = 1`, `n` steps of the walk act on the encoded subspace as
`WⁿP = P Tₙ(H) - (1 - P)VP Uₙ₋₁(H)`, with Chebyshev polynomials of the first and second
kind and `U₋₁ = 0`. -/
theorem walk_pow_mul {P V : A} (hP : P * P = P) (hV : V * V = 1) (n : ℕ) :
    walk P V ^ n * P = P * aeval (encoded P V) (Chebyshev.T R (n : ℤ))
      - (1 - P) * V * P * aeval (encoded P V) (Chebyshev.U R ((n : ℤ) - 1)) := by
  induction n using Nat.twoStepInduction with
  | zero => simp
  | one =>
    have hT : Chebyshev.T R ((1 : ℕ) : ℤ) = X := by simp
    have hU : Chebyshev.U R (((1 : ℕ) : ℤ) - 1) = 1 := by simp
    have hH : P * encoded P V = P * V * P := by
      simp only [encoded, ← mul_assoc, hP]
    rw [pow_one, hT, hU, aeval_X, map_one, mul_one, hH]
    unfold walk
    noncomm_ring
  | more n ih0 ih1 =>
    have hT : Chebyshev.T R ((n + 2 : ℕ) : ℤ)
        = 2 * X * Chebyshev.T R ((n + 1 : ℕ) : ℤ) - Chebyshev.T R (n : ℤ) := by
      push_cast
      exact Chebyshev.T_add_two R n
    have hU : Chebyshev.U R (((n + 2 : ℕ) : ℤ) - 1)
        = 2 * X * Chebyshev.U R (((n + 1 : ℕ) : ℤ) - 1)
          - Chebyshev.U R ((n : ℤ) - 1) := by
      rw [show ((n + 2 : ℕ) : ℤ) - 1 = (n : ℤ) - 1 + 2 by push_cast; ring,
        show ((n + 1 : ℕ) : ℤ) - 1 = (n : ℤ) - 1 + 1 by push_cast; ring]
      exact Chebyshev.U_add_two R ((n : ℤ) - 1)
    have hev : ∀ p q : R[X], aeval (encoded P V) (2 * X * p - q)
        = 2 * (aeval (encoded P V) p * encoded P V) - aeval (encoded P V) q := by
      intro p q
      rw [show 2 * X * p = 2 * (p * X) by ring, map_sub, map_mul, map_mul, aeval_X,
        map_ofNat]
    -- both sides obey the same three-term recurrence
    rw [walk_recurrence hP hV, ih1, ih0, hT, hU, hev, hev]
    noncomm_ring
```

## Projecting back

From P² = P we get PH = H = HP. Hence P commutes with every power of H, with scalars, and so with every polynomial p:

P p(H) = p(H) P.

The induction runs over sums and monomials.

```lean
/-- An idempotent `P` commutes with every polynomial in the encoded operator `H = PVP`. -/
theorem commute_aeval_encoded {P : A} (V : A) (hP : P * P = P) (p : R[X]) :
    Commute P (aeval (encoded P V) p) := by
  have hH : Commute P (encoded P V) := by
    change P * (P * V * P) = P * V * P * P
    rw [mul_assoc (P * V) P P, hP, ← mul_assoc, ← mul_assoc, hP]
  induction p using Polynomial.induction_on' with
  | add p q hp hq =>
    rw [map_add]
    exact hp.add_right hq
  | monomial k a =>
    have ha : Commute P (algebraMap R A a) := (Algebra.commutes a P).symm
    rw [aeval_monomial]
    exact ha.mul_right (hH.pow_right k)
```

Multiplying the full action by P from the left removes the leakage, because P(1 − P) = 0:

P Wⁿ P = P Tₙ(H) = Tₙ(H) P.

The last P matters: T₂(H) = 2H² − 1, for example, contains the identity of the whole ring.

```lean
/-- The qubitization identity: for idempotent `P` and `V² = 1`, the encoded block of `n`
steps of the walk is the Chebyshev polynomial of the encoded operator,
`P Wⁿ P = Tₙ(PVP) P`. -/
theorem qubitization {P V : A} (hP : P * P = P) (hV : V * V = 1) (n : ℕ) :
    P * walk P V ^ n * P = aeval (encoded P V) (Chebyshev.T R (n : ℤ)) * P := by
  have hQ : P * (1 - P) = 0 := by rw [mul_sub, mul_one, hP, sub_self]
  have hsplit : ∀ t u : A, P * (P * t - (1 - P) * V * P * u)
      = P * P * t - P * (1 - P) * V * P * u := by
    intro t u
    noncomm_ring
  -- the projection removes the part that has left the encoded subspace
  rw [mul_assoc, walk_pow_mul R hP hV, hsplit, hP, hQ, zero_mul, zero_mul, zero_mul,
    sub_zero]
  exact (commute_aeval_encoded R V hP _).eq
```

By linearity, for coefficients cₖ in R and a finite set of powers k,

P (Σₖ cₖWᵏ) P = (Σₖ cₖTₖ(H)) P.

```lean
/-- For idempotent `P` and `V² = 1`, a finite linear combination of walk powers encodes the
Chebyshev expansion of `H` with the same coefficients. -/
theorem chebyshev_expansion {P V : A} (hP : P * P = P) (hV : V * V = 1)
    (s : Finset ℕ) (c : ℕ → R) :
    P * (∑ k ∈ s, c k • walk P V ^ k) * P
      = aeval (encoded P V) (∑ k ∈ s, c k • Chebyshev.T R (k : ℤ)) * P := by
  simp only [Finset.mul_sum, Finset.sum_mul, map_sum, map_smul, mul_smul_comm,
    smul_mul_assoc, qubitization R hP hV]
```

## Energies as walk angles

Now let P and V be linear operators on a complex vector space, with Pψ = ψ and PVψ = cos θ ψ. Then Hψ = cos θ ψ, and

P Wⁿ ψ = P Wⁿ P ψ = Tₙ(H)ψ = Tₙ(cos θ)ψ = cos(nθ) ψ.

The angle may be complex and the dimension infinite. The proof treats ψ = 0 separately, since Lean's eigenvectors are nonzero.

```lean
/-- Let `P` be idempotent and `V² = 1` on a complex vector space. If `Pψ = ψ` and
`PVψ = cos θ ψ`, then `n` steps of the walk followed by `P` give `cos(nθ) ψ`. -/
theorem walk_on_eigenstate {E : Type*} [AddCommGroup E] [Module ℂ E]
    {P V : Module.End ℂ E} (hP : P * P = P) (hV : V * V = 1) {ψ : E} {θ : ℂ}
    (hψ : P ψ = ψ) (hE : P (V ψ) = Complex.cos θ • ψ) (n : ℕ) :
    P ((walk P V ^ n) ψ) = Complex.cos (n * θ) • ψ := by
  have h := congrArg (fun f : Module.End ℂ E => f ψ) (qubitization ℂ hP hV n)
  simp only [Module.End.mul_apply, hψ] at h
  rw [h]
  by_cases h0 : ψ = 0
  · simp [h0]
  · -- a polynomial of `H` acts on an eigenvector through its value at the eigenvalue
    have hv : Module.End.HasEigenvector (encoded P V) (Complex.cos θ) ψ :=
      ⟨Module.End.mem_eigenspace_iff.mpr
        (by simp only [encoded, Module.End.mul_apply, hψ, hE]), h0⟩
    rw [Module.End.aeval_apply_of_hasEigenvector hv, Chebyshev.T_complex_cos,
      Int.cast_natCast]
```

In a simulation of a spin-lattice Hamiltonian K = Σⱼ αⱼSⱼ, with αⱼ > 0 and signed Pauli strings Sⱼ, set λ = Σⱼ αⱼ and take

|G⟩ = Σⱼ √(αⱼ/λ) |j⟩, P = |G⟩⟨G| ⊗ 1, V = Σⱼ |j⟩⟨j| ⊗ Sⱼ.

Here the |j⟩ form an orthonormal basis of the ancilla space. Then V² = 1 and PVP = |G⟩⟨G| ⊗ K/λ. For an eigenstate of K with energy E, the product state of |G⟩ and that eigenstate has cos θ = E/λ. Phase estimation on W, started from this product state, estimates θ or −θ, and either sign gives E = λ cos θ. This construction, its gate cost, and the unitarity and eigenphases of W lie beyond the theorems, which start from a given P and V.

## A two-dimensional example

Take P = diag(1, 0) and V with rows (3/5, 4/5) and (4/5, −3/5). The diagonal entries of V² are 9/25 + 16/25 = 1 and the others cancel. The upper right entry of PV is 4/5 and that of VP is 0, so P and V do not commute. The leakage L = (1 − P)VP is nonzero as well: its lower left entry is 4/5.

```lean
/-- The projector `diag(1, 0)` and the reflection with rows `(3/5, 4/5)` and `(4/5, -3/5)`
satisfy `P² = P` and `V² = 1`, and they do not commute. -/
theorem qubitization_witness :
    let P : Matrix (Fin 2) (Fin 2) ℝ := !![1, 0; 0, 0]
    let V : Matrix (Fin 2) (Fin 2) ℝ := !![3 / 5, 4 / 5; 4 / 5, -3 / 5]
    P * P = P ∧ V * V = 1 ∧ P * V ≠ V * P := by
  intro P V
  refine ⟨?_, ?_, ?_⟩
  · ext i j
    fin_cases i <;> fin_cases j <;> simp [P, Matrix.mul_apply, Fin.sum_univ_succ]
  · ext i j
    fin_cases i <;> fin_cases j <;>
      norm_num [V, Matrix.mul_apply, Fin.sum_univ_succ]
  · intro h
    have h01 := congrFun (congrFun h 0) 1
    norm_num [P, V, Matrix.mul_apply, Fin.sum_univ_succ] at h01

end QubitizationWalk
```

```lean
#print axioms QubitizationWalk.qubitization
#print axioms QubitizationWalk.chebyshev_expansion
#print axioms QubitizationWalk.walk_on_eigenstate
```

```
'QubitizationWalk.qubitization' depends on axioms: [propext, Classical.choice, Quot.sound]
'QubitizationWalk.chebyshev_expansion' depends on axioms: [propext, Classical.choice, Quot.sound]
'QubitizationWalk.walk_on_eigenstate' depends on axioms: [propext, Classical.choice, Quot.sound]
```
